# For factorised integrals, J − aK leaves the fraction 1 − a of a single orbital's self-repulsion

Suppose a code builds the Coulomb matrix from one set of three-index factors and the exchange matrix from another. A one-electron calculation with full exact exchange will then, in general, leave the electron interacting with itself, even if both sets are good approximations. With one shared set the cancellation is exact, however coarse the set is.

Let $B^Q$ be a finite family of real matrices over the basis functions, and let $P$ be a real density matrix. Define

$$(ij,kl)=\sum_Q B^Q_{ij}B^Q_{kl},\qquad J_{ij}=\sum_{kl}(ij,kl)P_{kl},\qquad K_{ij}=\sum_{kl}(ik,jl)P_{kl}.$$

If $P$ is positive semidefinite, so is $K$. If $P=cc^T$ for one occupied real orbital with coefficient vector $c$, then for every real exchange fraction $a$

$$c^TJc=c^TKc\ge 0,\qquad (J-aK)c=(1-a)Jc.$$

## Fitted J and K builds in a hybrid code

Standard density fitting in the Coulomb metric and Cholesky decomposition both supply factors of this kind. For a single occupied spin orbital, the result says that the Coulomb and exact-exchange part of a hybrid operator keeps exactly the fraction $1-a$ of the self-repulsion computed with the same fitted integrals, however large their fitting error.

This gives two checks on an implementation. For one electron and $a=1$, with $J$ and $K$ built from the same factors and from $P=cc^T$ for the same $c$, $(J-K)c$ should vanish to rounding error. For any positive semidefinite $P$, $K$ should have no negative eigenvalue beyond rounding error. A failure of the first can come from inconsistent factors, a wrong index contraction, a wrong spin prefactor or different integral screening in the two builds.

## From the factors to the remaining self-repulsion

Insert the factorisation and move the sum over $Q$ outside:

$$J=\sum_Q\Big(\sum_{kl}B^Q_{kl}P_{kl}\Big)B^Q,$$

$$K_{ij}=\sum_Q\sum_{kl}B^Q_{ik}P_{kl}B^Q_{jl},\qquad\text{so}\qquad K=\sum_Q B^QP(B^Q)^T.$$

For symmetric factors the last expression is $\sum_Q B^QPB^Q$. For any real vector $x$,

$$x^TKx=\sum_Q\big((B^Q)^Tx\big)^TP\,\big((B^Q)^Tx\big)\ge 0$$

when $P$ is positive semidefinite, and $K$ inherits the symmetry of $P$.

Now set $P=cc^T$ and write $b_Q=c^TB^Qc$. The bracket in $J$ becomes $b_Q$, so $Jc=\sum_Q b_QB^Qc$. For exchange,

$$Kc=\sum_Q B^Qc\,\big(c^T(B^Q)^Tc\big)=\sum_Q b_QB^Qc=Jc,$$

because a number equals its own transpose. Hence $(J-aK)c=(1-a)Jc$. Multiplying from the left by $c^T$ gives

$$c^TJc=\sum_Q b_Q^2,\qquad c^T(J-aK)c=(1-a)\sum_Q b_Q^2.$$

The remainder is zero exactly when $a=1$ or every $b_Q$ is zero.

With one basis function and one factor $b$, both matrices are the number $b^2c^2$, and the remainder is $(1-a)b^2c^4$.

Positivity of $K$ does not carry over to $J$. Take the single factor $\mathrm{diag}(1,-1)$ and $c=(1,0)^T$. Then $J=\mathrm{diag}(1,-1)$, while $K=\mathrm{diag}(1,0)$. This is an algebraic example, not a set of exact Coulomb integrals: it has $(11,22)=-1$, whereas the exact repulsion between two orbital densities is positive, and exact integrals over real basis functions give a positive semidefinite $J$ for every positive semidefinite $P$. The factorised form alone does not ensure this.

## The identities in Lean

```lean
import Mathlib

open Matrix

namespace HybridSelfInteraction

noncomputable section

variable {n q : Type*} [Fintype n] [Fintype q]

/-- Two-electron integrals `(ij,kl)` assembled from three-index factors `B Q`. -/
def eri (B : q → Matrix n n ℝ) (i j k l : n) : ℝ :=
  ∑ Q, B Q i j * B Q k l

/-- The Coulomb matrix `J(P)`, with entries `∑ (ij,kl) P_kl`. -/
def coulomb (B : q → Matrix n n ℝ) (P : Matrix n n ℝ) : Matrix n n ℝ :=
  Matrix.of fun i j => ∑ k, ∑ l, eri B i j k l * P k l

/-- The exchange matrix `K(P)`, with entries `∑ (ik,jl) P_kl`. -/
def exchange (B : q → Matrix n n ℝ) (P : Matrix n n ℝ) : Matrix n n ℝ :=
  Matrix.of fun i j => ∑ k, ∑ l, eri B i k j l * P k l

/-- The Coulomb and exact-exchange part `J(P) - a K(P)` of a hybrid generalised
Kohn-Sham operator with exchange fraction `a`. -/
def hybrid (B : q → Matrix n n ℝ) (a : ℝ) (P : Matrix n n ℝ) : Matrix n n ℝ :=
  coulomb B P - a • exchange B P

/-- The density matrix `c cᵀ` of a single occupied real orbital `c`. -/
def orbitalDensity (c : n → ℝ) : Matrix n n ℝ := vecMulVec c c

/-- The Coulomb matrix is a sum of the factors, each weighted by its contraction
with the density matrix. -/
theorem coulomb_eq_sum (B : q → Matrix n n ℝ) (P : Matrix n n ℝ) :
    coulomb B P = ∑ Q, (∑ k, ∑ l, B Q k l * P k l) • B Q := by
  ext i j
  simp only [coulomb, eri, Matrix.of_apply, Matrix.sum_apply, Matrix.smul_apply,
    smul_eq_mul, Finset.sum_mul]
  -- bring the sum over factors to the outside
  refine (Finset.sum_congr rfl fun k _ => Finset.sum_comm).trans ?_
  refine Finset.sum_comm.trans ?_
  exact Finset.sum_congr rfl fun Q _ => Finset.sum_congr rfl fun k _ =>
    Finset.sum_congr rfl fun l _ => by ring

/-- The exchange matrix is the sum of `B P Bᵀ` over the factors. -/
theorem exchange_eq_sum (B : q → Matrix n n ℝ) (P : Matrix n n ℝ) :
    exchange B P = ∑ Q, B Q * P * (B Q)ᵀ := by
  ext i j
  simp only [exchange, eri, Matrix.of_apply, Matrix.sum_apply, Matrix.mul_apply,
    Matrix.transpose_apply, Finset.sum_mul]
  -- bring the sum over factors to the outside
  refine (Finset.sum_congr rfl fun k _ => Finset.sum_comm).trans ?_
  refine Finset.sum_comm.trans ?_
  refine Finset.sum_congr rfl fun Q _ => ?_
  refine Finset.sum_comm.trans ?_
  exact Finset.sum_congr rfl fun l _ => Finset.sum_congr rfl fun k _ => by ring

/-- For symmetric factors the exchange matrix is the sum of `B P B`. -/
theorem exchange_eq_sum_of_symm (B : q → Matrix n n ℝ) (hB : ∀ Q, (B Q)ᵀ = B Q)
    (P : Matrix n n ℝ) : exchange B P = ∑ Q, B Q * P * B Q := by
  rw [exchange_eq_sum]
  exact Finset.sum_congr rfl fun Q _ => by rw [hB Q]

/-- The exchange matrix of a positive semidefinite density matrix is positive
semidefinite. -/
theorem exchange_posSemidef (B : q → Matrix n n ℝ) {P : Matrix n n ℝ}
    (hP : P.PosSemidef) : (exchange B P).PosSemidef := by
  rw [exchange_eq_sum]
  refine Matrix.posSemidef_sum _ fun Q _ => ?_
  -- each term is a congruence of the density matrix
  have h := hP.mul_mul_conjTranspose_same (B Q)
  rwa [Matrix.conjTranspose_eq_transpose_of_trivial] at h

/-- The Coulomb matrix of a single orbital, applied to that orbital, in terms of the
factors. -/
theorem coulomb_mulVec_orbital (B : q → Matrix n n ℝ) (c : n → ℝ) :
    coulomb B (orbitalDensity c) *ᵥ c = ∑ Q, (c ⬝ᵥ B Q *ᵥ c) • (B Q *ᵥ c) := by
  rw [coulomb_eq_sum, Matrix.sum_mulVec]
  refine Finset.sum_congr rfl fun Q _ => ?_
  have h : ∑ k, ∑ l, B Q k l * orbitalDensity c k l = c ⬝ᵥ B Q *ᵥ c := by
    simp only [orbitalDensity, vecMulVec_apply, dotProduct, mulVec, Finset.mul_sum]
    exact Finset.sum_congr rfl fun k _ => Finset.sum_congr rfl fun l _ => by ring
  rw [h, Matrix.smul_mulVec]

/-- On the orbital that generates the density, the Coulomb and exchange matrices act
identically. -/
theorem exchange_mulVec_orbital (B : q → Matrix n n ℝ) (c : n → ℝ) :
    exchange B (orbitalDensity c) *ᵥ c = coulomb B (orbitalDensity c) *ᵥ c := by
  rw [coulomb_mulVec_orbital, exchange_eq_sum, Matrix.sum_mulVec]
  refine Finset.sum_congr rfl fun Q _ => ?_
  -- the density matrix sends `w` to the multiple `c ⬝ᵥ w` of the orbital
  have hp : ∀ w : n → ℝ, orbitalDensity c *ᵥ w = (c ⬝ᵥ w) • c := by
    intro w
    ext i
    simp only [orbitalDensity, mulVec, dotProduct, vecMulVec_apply, Pi.smul_apply,
      smul_eq_mul, Finset.sum_mul]
    exact Finset.sum_congr rfl fun k _ => by ring
  have ht : c ⬝ᵥ (B Q)ᵀ *ᵥ c = c ⬝ᵥ B Q *ᵥ c := by
    rw [Matrix.mulVec_transpose, dotProduct_comm, ← Matrix.dotProduct_mulVec]
  rw [← Matrix.mulVec_mulVec, ← Matrix.mulVec_mulVec, hp, ht, Matrix.mulVec_smul]

/-- The Coulomb self-repulsion of an orbital is a sum of squares over the factors. -/
theorem coulomb_self_eq_sum_sq (B : q → Matrix n n ℝ) (c : n → ℝ) :
    c ⬝ᵥ coulomb B (orbitalDensity c) *ᵥ c = ∑ Q, (c ⬝ᵥ B Q *ᵥ c) ^ 2 := by
  rw [coulomb_mulVec_orbital, dotProduct_sum]
  exact Finset.sum_congr rfl fun Q _ => by rw [dotProduct_smul, smul_eq_mul, sq]

/-- For a single orbital the Coulomb and exchange expectation values are equal and
nonnegative, and the hybrid operator acts on the orbital as `1 - a` times the Coulomb
matrix, leaving the fraction `1 - a` of the self-repulsion. -/
theorem hybrid_self_interaction (B : q → Matrix n n ℝ) (a : ℝ) (c : n → ℝ) :
    c ⬝ᵥ coulomb B (orbitalDensity c) *ᵥ c = c ⬝ᵥ exchange B (orbitalDensity c) *ᵥ c ∧
    0 ≤ c ⬝ᵥ exchange B (orbitalDensity c) *ᵥ c ∧
    hybrid B a (orbitalDensity c) *ᵥ c
      = (1 - a) • (coulomb B (orbitalDensity c) *ᵥ c) ∧
    c ⬝ᵥ hybrid B a (orbitalDensity c) *ᵥ c
      = (1 - a) * (c ⬝ᵥ coulomb B (orbitalDensity c) *ᵥ c) := by
  have hv : hybrid B a (orbitalDensity c) *ᵥ c
      = (1 - a) • (coulomb B (orbitalDensity c) *ᵥ c) := by
    rw [hybrid, Matrix.sub_mulVec, Matrix.smul_mulVec, exchange_mulVec_orbital]
    module
  refine ⟨by rw [exchange_mulVec_orbital], ?_, hv, ?_⟩
  · rw [exchange_mulVec_orbital, coulomb_self_eq_sum_sq]
    positivity
  · rw [hv, dotProduct_smul, smul_eq_mul]

/-- The remaining self-interaction of an orbital vanishes exactly when the exchange
fraction is one or the orbital has zero expectation value in every factor. -/
theorem hybrid_self_interaction_eq_zero_iff (B : q → Matrix n n ℝ) (a : ℝ)
    (c : n → ℝ) :
    c ⬝ᵥ hybrid B a (orbitalDensity c) *ᵥ c = 0 ↔
      a = 1 ∨ ∀ Q, c ⬝ᵥ B Q *ᵥ c = 0 := by
  rw [(hybrid_self_interaction B a c).2.2.2, coulomb_self_eq_sum_sq, mul_eq_zero,
    sub_eq_zero, Finset.sum_eq_zero_iff_of_nonneg (fun Q _ => sq_nonneg _)]
  simp only [Finset.mem_univ, true_implies, sq_eq_zero_iff, eq_comm (a := (1 : ℝ))]

/-- With the single symmetric factor `diag(1, -1)` and the first basis orbital occupied,
the Coulomb matrix is not positive semidefinite. -/
theorem coulomb_not_posSemidef :
    ¬ (coulomb (fun _ : Fin 1 => !![(1 : ℝ), 0; 0, -1])
      (orbitalDensity ![1, 0])).PosSemidef := by
  intro h
  -- the second diagonal entry is -1
  have h1 := h.diag_nonneg (i := 1)
  norm_num [coulomb, eri, orbitalDensity, vecMulVec_apply, Fin.sum_univ_succ] at h1

end

end HybridSelfInteraction
```

```lean
#print axioms HybridSelfInteraction.exchange_posSemidef
-- 'HybridSelfInteraction.exchange_posSemidef' depends on axioms: [propext, Classical.choice, Quot.sound]
#print axioms HybridSelfInteraction.hybrid_self_interaction
-- 'HybridSelfInteraction.hybrid_self_interaction' depends on axioms: [propext, Classical.choice, Quot.sound]
#print axioms HybridSelfInteraction.hybrid_self_interaction_eq_zero_iff
-- 'HybridSelfInteraction.hybrid_self_interaction_eq_zero_iff' depends on axioms: [propext, Classical.choice, Quot.sound]
#print axioms HybridSelfInteraction.coulomb_not_posSemidef
-- 'HybridSelfInteraction.coulomb_not_posSemidef' depends on axioms: [propext, Classical.choice, Quot.sound]
```

## Reach of the theorems, and how the proofs run

The finite types `n` and `q` index the basis functions and the factors. `eri`, `coulomb` and `exchange` are the three definitions above, with the same index order, and `orbitalDensity c` is $cc^T$. The symbol `*ᵥ` applies a matrix to a vector, and `⬝ᵥ` is the dot product. `P.PosSemidef` includes the symmetry of $P$. Symmetry of the factors is assumed only in `exchange_eq_sum_of_symm`, as `hB`.

The vector `c` need not be normalised. If $S$ is the overlap matrix and $s=c^TSc>0$, the self-repulsion of the normalised orbital is $c^TJc/s^2$, since $c$ enters four times. This is the expectation value of $J$; the corresponding Hartree energy is half of it.

`hybrid` is $J-aK$ and nothing more. The semilocal exchange-correlation potential, which in a real hybrid counteracts the remainder, is absent, so $1-a$ does not measure the self-interaction error of a complete functional. The unit prefactor of $K$ suits a same-spin density matrix; a closed-shell code that contracts with the total density needs $a/2$. Range-separated exchange uses different integrals for $K$ and is not covered. The arithmetic is over exact real numbers.

The proofs follow the derivation:

- `coulomb_eq_sum` and `exchange_eq_sum` exchange finite sums with `Finset.sum_comm` and reorder the products with `ring`.
- `exchange_posSemidef` treats each term as a congruence of $P$ and adds the terms.
- `coulomb_mulVec_orbital` computes $Jc$. `exchange_mulVec_orbital` shows that $Kc$ is the same vector: its step `hp` is $cc^Tw=(c^Tw)c$, and `ht` is the transposed number.
- `coulomb_self_eq_sum_sq` takes the dot product with $c$ and finds the sum of squares.
- `hybrid_self_interaction` collects the equality, the sign and the factor $1-a$, with `module` combining $Jc-aJc$.
- `hybrid_self_interaction_eq_zero_iff` uses the fact that a sum of squares vanishes only if every term does.
- `coulomb_not_posSemidef` reads off the diagonal entry $-1$ in the two-function example.

A different model would start from an arbitrary real four-index array in place of the factors. Renaming summation indices still gives $Jc=Kc$, and with it the factor $1-a$. The signs would need a further hypothesis. It is enough that the array, read as a matrix between the index pairs $ij$ and $kl$, is positive semidefinite. The factorised form has this property built in.
